# The damped repetition sum of a periodic orbit diverges exactly at the Bohr–Sommerfeld actions as the damping is removed

Every traversal of the orbit is given the same damping factor \(r\), and \(r\) is sent to 1 only after all repetitions have been summed. At \(r=1\) itself the terms do not tend to zero and the series has no sum. Physically, \(r<1\) stands for a small positive imaginary part \(\varepsilon\) of the energy: to first order in \(\varepsilon\), each traversal of an orbit of period \(T\) then multiplies the amplitude by \(r=e^{-\varepsilon T/\hbar}\).

Let \(S\) be the action of the orbit in units of \(\hbar\), and let \(\mu\) be its Maslov index, which counts phase losses of \(\pi/2\) per traversal. One traversal has the phase \(\theta=S-\mu\pi/2\). With \(k\) starting at 0, as in the Lean code, the sum over repetitions is

\[
R_\mu(r,S)=1+2\sum_{k=0}^{\infty} r^{k+1}\cos\big((k+1)\theta\big).
\]

For a one-dimensional bound system with one orbit at each energy, \(T/(2\pi\hbar)\) times this sum is the semiclassical density of states, smoothed by the damping. The stability amplitudes that isolated orbits acquire in higher dimensions are not included.

```lean
import Mathlib

open Filter
open scoped Real Topology

namespace PeriodicOrbitRepetitions

noncomputable section
```

`repetitionSum μ r S` is \(R_\mu(r,S)\), written as an actual infinite series (`∑'`). The index is any natural number, supplied and not computed from the orbit.

```lean
/-- The damped sum over all repetitions of a periodic orbit with Maslov index `μ` and
action `S` in units of `ħ`; each traversal contributes a damping factor `r` and a phase
`S - μ π / 2`. -/
def repetitionSum (μ : ℕ) (r S : ℝ) : ℝ :=
  1 + 2 * ∑' k : ℕ, r ^ (k + 1) * Real.cos (((k : ℝ) + 1) * (S - μ * π / 2))
```

`IsQuantised μ S` is the Bohr–Sommerfeld condition with Maslov correction, \(S=2\pi(n+\mu/4)\) for some integer \(n\), which may be negative. It enters as a definition. The theorems connect it with the behaviour of the sum, not with the spectrum of a Schrödinger operator.

```lean
/-- The Bohr-Sommerfeld condition with Maslov index `μ`: the action in units of `ħ` is
`2 π (n + μ / 4)` for an integer `n`. -/
def IsQuantised (μ : ℕ) (S : ℝ) : Prop :=
  ∃ n : ℤ, S = 2 * π * (n + μ / 4)
```

## (a) Summing the repetitions

Let \(|r|<1\) and let \(\theta\) be real. Show that the series converges, with

\[
\sum_{k=0}^{\infty} r^{k+1}\cos\big((k+1)\theta\big)=\frac{r\cos\theta-r^2}{1-2r\cos\theta+r^2}.
\]

**Solution.** Put \(z=re^{i\theta}\). Since \(|z|=|r|<1\), the geometric series gives \(\sum_{k\ge0}z^{k+1}=z/(1-z)\). The real part of \(z^{k+1}\) is \(r^{k+1}\cos((k+1)\theta)\), and taking real parts preserves convergence. On the right,

\[
\frac{z}{1-z}=\frac{z(1-\bar z)}{|1-z|^2}=\frac{z-r^2}{|1-z|^2},
\]

\[
|1-z|^2=(1-r\cos\theta)^2+r^2\sin^2\theta=1-2r\cos\theta+r^2 .
\]

The real part of the numerator is \(r\cos\theta-r^2\).

In Lean, `HasSum` states convergence together with the value. `hnorm` is \(|z|<1\), `hN` is the formula for \(|1-z|^2\), and `Complex.reCLM.hasSum` takes the real part of the geometric series. The two remaining goals match the terms and the sums.

```lean
/-- For damping `|r| < 1` the contributions of the repetitions, each with phase `θ` per
traversal, form a convergent series with the stated sum. -/
theorem hasSum_repetitions {r : ℝ} (hr : |r| < 1) (θ : ℝ) :
    HasSum (fun k : ℕ => r ^ (k + 1) * Real.cos (((k : ℝ) + 1) * θ))
      ((r * Real.cos θ - r ^ 2) / (1 - 2 * r * Real.cos θ + r ^ 2)) := by
  -- one traversal multiplies the amplitude by z
  obtain ⟨z, hz⟩ : ∃ z : ℂ, z = (r : ℂ) * Complex.exp ((θ : ℂ) * Complex.I) := ⟨_, rfl⟩
  have hre : z.re = r * Real.cos θ := by
    rw [hz, Complex.re_ofReal_mul, Complex.exp_ofReal_mul_I_re]
  have him : z.im = r * Real.sin θ := by
    rw [hz, Complex.im_ofReal_mul, Complex.exp_ofReal_mul_I_im]
  have hnorm : ‖z‖ < 1 := by
    rw [hz, norm_mul, Complex.norm_exp_ofReal_mul_I, mul_one, Complex.norm_real,
      Real.norm_eq_abs]
    exact hr
  have hN : Complex.normSq (1 - z) = 1 - 2 * r * Real.cos θ + r ^ 2 := by
    rw [Complex.normSq_apply, Complex.sub_re, Complex.sub_im, Complex.one_re,
      Complex.one_im, hre, him]
    linear_combination r ^ 2 * Real.sin_sq_add_cos_sq θ
  -- the real part of the geometric series
  have hsum := Complex.reCLM.hasSum ((hasSum_geometric_of_norm_lt_one hnorm).mul_left z)
  convert hsum using 1
  · funext k
    have hk : z * z ^ k = ((r ^ (k + 1) : ℝ) : ℂ) *
        Complex.exp (((((k : ℝ) + 1) * θ : ℝ) : ℂ) * Complex.I) := by
      rw [← pow_succ', hz, mul_pow, ← Complex.exp_nat_mul]
      push_cast
      ring_nf
    change _ = (z * z ^ k).re
    rw [hk, Complex.re_ofReal_mul, Complex.exp_ofReal_mul_I_re]
  · change _ = (z * (1 - z)⁻¹).re
    rw [Complex.mul_re, Complex.inv_re, Complex.inv_im, hN, Complex.sub_re,
      Complex.sub_im, Complex.one_re, Complex.one_im, hre, him]
    linear_combination (r ^ 2 / (1 - 2 * r * Real.cos θ + r ^ 2)) *
      Real.sin_sq_add_cos_sq θ
```

## (b) The sign of the denominator

For \(|r|<1\) and real \(\theta\), show that

\[
1-2r\cos\theta+r^2>0 .
\]

**Solution.** The expression equals \((1-r\cos\theta)^2+r^2\sin^2\theta\). Because \(|r\cos\theta|\le|r|<1\), the first square is strictly positive, and the second term is not negative.

The Lean steps `h3` and `h4` are these two facts; `Real.sin_sq` then replaces \(\sin^2\theta\) by \(1-\cos^2\theta\), and `linarith` adds them.

```lean
/-- The denominator of the summed series is positive for damping `|r| < 1`. -/
theorem denominator_pos {r : ℝ} (hr : |r| < 1) (θ : ℝ) :
    0 < 1 - 2 * r * Real.cos θ + r ^ 2 := by
  have h1 : |r * Real.cos θ| < 1 := by
    rw [abs_mul]
    have h := mul_le_mul_of_nonneg_left (Real.abs_cos_le_one θ) (abs_nonneg r)
    linarith
  have h2 : 0 < 1 - r * Real.cos θ := by linarith [(abs_lt.1 h1).2]
  have h3 : 0 < (1 - r * Real.cos θ) ^ 2 := by positivity
  have h4 : 0 ≤ r ^ 2 * Real.sin θ ^ 2 := by positivity
  rw [Real.sin_sq] at h4
  linarith
```

## (c) The closed form for any Maslov index

For \(|r|<1\), show that

\[
R_\mu(r,S)=\frac{1-r^2}{1-2r\cos(S-\mu\pi/2)+r^2}.
\]

**Solution.** Write \(c=\cos(S-\mu\pi/2)\) and \(D=1-2rc+r^2\), which is non-zero by (b). By (a),

\[
R_\mu=1+\frac{2(rc-r^2)}{D}=\frac{1-2rc+r^2+2rc-2r^2}{D}=\frac{1-r^2}{D}.
\]

Lean replaces the infinite series by its value through `tsum_eq` and clears the denominator with `eq_div_iff`.

```lean
/-- The damped sum over repetitions in closed form, for any Maslov index. -/
theorem repetitionSum_eq (μ : ℕ) {r : ℝ} (hr : |r| < 1) (S : ℝ) :
    repetitionSum μ r S =
      (1 - r ^ 2) / (1 - 2 * r * Real.cos (S - μ * π / 2) + r ^ 2) := by
  have hD := (denominator_pos hr (S - μ * π / 2)).ne'
  rw [repetitionSum, (hasSum_repetitions hr _).tsum_eq, eq_div_iff hD]
  have h := div_mul_cancel₀ (r * Real.cos (S - μ * π / 2) - r ^ 2) hD
  linear_combination 2 * h
```

## (d) Quantisation as constructive interference

Show that the Bohr–Sommerfeld condition holds exactly when successive traversals are in phase:

\[
S=2\pi\left(n+\frac{\mu}{4}\right)\text{ for some }n\in\mathbb Z\quad\Longleftrightarrow\quad\cos\left(S-\frac{\mu\pi}{2}\right)=1 .
\]

**Solution.** The cosine equals 1 exactly when its argument is \(2\pi n\) for an integer \(n\). Then \(S=2\pi n+\mu\pi/2=2\pi(n+\mu/4)\), and each step can be reversed.

`Real.cos_eq_one_iff` supplies the integer, and the same \(n\) serves in both directions.

```lean
/-- The Bohr-Sommerfeld condition holds exactly when successive traversals of the orbit
are in phase. -/
theorem isQuantised_iff_cos (μ : ℕ) (S : ℝ) :
    IsQuantised μ S ↔ Real.cos (S - μ * π / 2) = 1 := by
  rw [Real.cos_eq_one_iff]
  constructor
  · rintro ⟨n, hn⟩
    exact ⟨n, by rw [hn]; ring⟩
  · rintro ⟨n, hn⟩
    exact ⟨n, by linear_combination -hn⟩
```

## (e) The limit at a quantised action

Let \(S\) satisfy the condition. Show that

\[
\lim_{r\to1^-}R_\mu(r,S)=+\infty .
\]

**Solution.** By (d) the cosine is 1, so the denominator in (c) is \((1-r)^2\) and

\[
R_\mu(r,S)=\frac{(1-r)(1+r)}{(1-r)^2}=\frac{1+r}{1-r}.
\]

The numerator tends to 2, while the denominator tends to 0 through positive values.

In Lean, `𝓝[<] 1` means that \(r\) approaches 1 from below, and `atTop` is divergence to \(+\infty\). `hsub` records that \(1-r\) tends to 0 from above, and `hadd` that \(1+r\) tends to 2. `pos_mul_atTop` combines the latter with the diverging inverse of \(1-r\). The closed form is needed only near 1, so `congr'` uses it on \(-1<r<1\).

```lean
/-- At a quantised action the sum over repetitions diverges to `+∞` as the damping is
removed. -/
theorem tendsto_atTop_of_isQuantised {μ : ℕ} {S : ℝ} (h : IsQuantised μ S) :
    Tendsto (fun r => repetitionSum μ r S) (𝓝[<] 1) atTop := by
  have hc := (isQuantised_iff_cos μ S).1 h
  have hsub : Tendsto (fun r : ℝ => 1 - r) (𝓝[<] 1) (𝓝[>] 0) := by
    refine tendsto_nhdsWithin_iff.2 ⟨?_, ?_⟩
    · exact (Continuous.tendsto' (by fun_prop) 1 0 (by norm_num)).mono_left
        nhdsWithin_le_nhds
    · filter_upwards [self_mem_nhdsWithin] with r hr
      have hr1 : r < 1 := hr
      have hpos : 0 < 1 - r := by linarith
      exact hpos
  have hadd : Tendsto (fun r : ℝ => 1 + r) (𝓝[<] 1) (𝓝 2) :=
    (Continuous.tendsto' (by fun_prop) 1 2 (by norm_num)).mono_left nhdsWithin_le_nhds
  have hlim := hadd.pos_mul_atTop two_pos (tendsto_inv_nhdsGT_zero.comp hsub)
  refine hlim.congr' ?_
  -- in phase, the closed form reduces to (1 + r) / (1 - r)
  filter_upwards [Ioo_mem_nhdsLT (show (-1 : ℝ) < 1 by norm_num)] with r hr
  have hne : 1 - r ≠ 0 := (sub_pos.2 hr.2).ne'
  rw [repetitionSum_eq μ (abs_lt.2 ⟨hr.1, hr.2⟩), hc,
    show 1 - 2 * r * 1 + r ^ 2 = (1 - r) ^ 2 by ring, eq_div_iff (pow_ne_zero 2 hne)]
  change (1 + r) * (1 - r)⁻¹ * (1 - r) ^ 2 = 1 - r ^ 2
  have hi := inv_mul_cancel₀ hne
  linear_combination (1 + r) * (1 - r) * hi
```

## (f) The limit at every other action

Let \(S\) violate the condition. Show that

\[
\lim_{r\to1^-}R_\mu(r,S)=0 .
\]

**Solution.** Now \(c=\cos(S-\mu\pi/2)\ne1\). In the closed form the numerator \(1-r^2\) tends to 0, and the denominator tends to \(2-2c\ne0\). The quotient therefore tends to 0.

`hnum`, `hden` and `hne` are these three statements, and `hnum.div hden hne` is the quotient rule for limits.

```lean
/-- Away from the quantised actions the sum over repetitions vanishes as the damping is
removed. -/
theorem tendsto_zero_of_not_isQuantised {μ : ℕ} {S : ℝ} (h : ¬ IsQuantised μ S) :
    Tendsto (fun r => repetitionSum μ r S) (𝓝[<] 1) (𝓝 0) := by
  rw [isQuantised_iff_cos] at h
  have hne : 2 - 2 * Real.cos (S - μ * π / 2) ≠ 0 := fun h0 => h (by linarith)
  have hnum : Tendsto (fun r : ℝ => 1 - r ^ 2) (𝓝 1) (𝓝 0) :=
    Continuous.tendsto' (by fun_prop) 1 0 (by norm_num)
  have hden : Tendsto (fun r : ℝ => 1 - 2 * r * Real.cos (S - μ * π / 2) + r ^ 2)
      (𝓝 1) (𝓝 (2 - 2 * Real.cos (S - μ * π / 2))) :=
    Continuous.tendsto' (by fun_prop) 1 _ (by ring)
  have hlim := (hnum.div hden hne).mono_left (nhdsWithin_le_nhds (s := Set.Iio 1))
  rw [zero_div] at hlim
  refine hlim.congr' ?_
  filter_upwards [Ioo_mem_nhdsLT (show (-1 : ℝ) < 1 by norm_num)] with r hr
  exact (repetitionSum_eq μ (abs_lt.2 ⟨hr.1, hr.2⟩) S).symm
```

## (g) Reading the quantisation condition from the limit

Show that the limit identifies the quantised actions in both directions:

\[
\begin{aligned}
R_\mu(r,S)\to+\infty&\iff S\text{ is quantised},\\
R_\mu(r,S)\to0&\iff S\text{ is not quantised},
\end{aligned}
\qquad r\to1^- .
\]

**Solution.** Parts (e) and (f) give the implications from right to left. For the others, note that a function cannot both diverge to \(+\infty\) and tend to 0. If the sum diverges, \(S\) must be quantised, since otherwise (f) would give the limit 0. If it tends to 0, \(S\) cannot be quantised, since (e) would make it diverge.

Lean expresses the incompatibility of the two limits by `not_tendsto_nhds_of_tendsto_atTop`.

```lean
/-- As the damping is removed, the sum over repetitions diverges to `+∞` exactly at the
actions allowed by the Bohr-Sommerfeld condition, and tends to zero exactly at all others. -/
theorem repetitionSum_quantisation (μ : ℕ) (S : ℝ) :
    (Tendsto (fun r => repetitionSum μ r S) (𝓝[<] 1) atTop ↔ IsQuantised μ S) ∧
    (Tendsto (fun r => repetitionSum μ r S) (𝓝[<] 1) (𝓝 0) ↔ ¬ IsQuantised μ S) := by
  refine ⟨⟨fun h => ?_, tendsto_atTop_of_isQuantised⟩,
    ⟨fun h hq => ?_, tendsto_zero_of_not_isQuantised⟩⟩
  · by_contra hq
    exact not_tendsto_nhds_of_tendsto_atTop h 0 (tendsto_zero_of_not_isQuantised hq)
  · exact not_tendsto_nhds_of_tendsto_atTop (tendsto_atTop_of_isQuantised hq) 0 h
```

## (h) The sign factor at Maslov index two

For \(\mu=2\) and \(|r|<1\), show that

\[
R_2(r,S)=1+2\sum_{k=0}^{\infty}(-r)^{k+1}\cos\big((k+1)S\big)=\frac{1-r^2}{1+2r\cos S+r^2}.
\]

**Solution.** The phase per traversal is \(S-\pi\), and

\[
\cos\big((k+1)(S-\pi)\big)=(-1)^{k+1}\cos\big((k+1)S\big),
\]

which turns \(r^{k+1}\) into \((-r)^{k+1}\). The closed form follows from (c) with \(\cos(S-\pi)=-\cos S\). By (g), this sum diverges as \(r\to1^-\) exactly when \(S=2\pi(n+1/2)\), an odd multiple of \(\pi\), and tends to 0 for all other \(S\).

Lean first proves that \(R_2\) equals the fraction, as `hclosed`. For the series in powers of \(-r\) it does not compare terms: it recognises the series as the index-zero sum with damping \(-r\), applies (c) to it, and finds the same fraction. This use of (c) relies on its hypothesis being \(|r|<1\) and not \(0<r<1\).

```lean
/-- For Maslov index two the sum over repetitions equals the series with phase `S` per traversal and
`r` replaced by `-r`, and it has the stated closed form. -/
theorem repetitionSum_two {r : ℝ} (hr : |r| < 1) (S : ℝ) :
    repetitionSum 2 r S =
      1 + 2 * ∑' k : ℕ, (-r) ^ (k + 1) * Real.cos (((k : ℝ) + 1) * S) ∧
    repetitionSum 2 r S = (1 - r ^ 2) / (1 + 2 * r * Real.cos S + r ^ 2) := by
  have hclosed : repetitionSum 2 r S =
      (1 - r ^ 2) / (1 + 2 * r * Real.cos S + r ^ 2) := by
    rw [repetitionSum_eq 2 hr, show S - ((2 : ℕ) : ℝ) * π / 2 = S - π by push_cast; ring,
      Real.cos_sub_pi]
    congr 1
    ring
  refine ⟨?_, hclosed⟩
  -- the series in powers of -r is the index-zero sum with damping -r
  have h0 := repetitionSum_eq 0 (r := -r) (by rwa [abs_neg]) S
  have hS : S - ((0 : ℕ) : ℝ) * π / 2 = S := by push_cast; ring
  rw [repetitionSum, hS] at h0
  rw [h0, hclosed]
  congr 1 <;> ring
```

## (i) The levels of the harmonic oscillator

An oscillator of angular frequency \(\omega>0\) has energy \(E\ge0\). For \(E>0\) its phase-space ellipse has area \(2\pi E/\omega\), and its two turning points give \(\mu=2\); the same values are used at \(E=0\), where the ellipse shrinks to a point. Show that

\[
R_2\left(r,\frac{2\pi E}{\hbar\omega}\right)\to+\infty\ \text{ as }r\to1^-\quad\Longleftrightarrow\quad E=\hbar\omega\left(n+\tfrac12\right)\text{ for some }n\in\{0,1,2,\dots\}.
\]

**Solution.** By (g), divergence means

\[
\frac{2\pi E}{\hbar\omega}=2\pi\left(n+\frac24\right),\qquad n\in\mathbb Z,
\]

that is, \(E=\hbar\omega(n+\tfrac12)\). A negative integer \(n\) would make \(E\) negative, so \(n\ge0\). Conversely, each such energy satisfies the condition. The resulting energies coincide with the exact quantum levels of the oscillator.

In the Lean theorem \(\hbar\) is any positive real number. The action and the index are inserted as given, not derived from a Hamiltonian. `hn0` excludes negative integers, and `Int.eq_ofNat_of_zero_le` then turns the integer into a natural number.

```lean
/-- For a harmonic oscillator, whose orbit of energy `E` has action `2 π E / ω` and Maslov index
two, the damped sum tends to `+∞` as the damping is removed exactly when `E` equals `ħ ω (n + 1/2)`
for a natural number `n`. -/
theorem oscillator_levels {ħ ω E : ℝ} (hħ : 0 < ħ) (hω : 0 < ω) (hE : 0 ≤ E) :
    Tendsto (fun r => repetitionSum 2 r (2 * π * E / (ħ * ω))) (𝓝[<] 1) atTop ↔
      ∃ n : ℕ, E = ħ * ω * (n + 1 / 2) := by
  have hp : 0 < ħ * ω := mul_pos hħ hω
  rw [(repetitionSum_quantisation 2 _).1]
  constructor
  · rintro ⟨n, hn⟩
    rw [div_eq_iff hp.ne'] at hn
    push_cast at hn
    have hEn : E = ħ * ω * ((n : ℝ) + 1 / 2) := by
      apply mul_left_cancel₀ Real.two_pi_pos.ne'
      linear_combination hn
    -- a non-negative energy excludes negative quantum numbers
    have hn0 : 0 ≤ n := by
      by_contra hneg
      have h1 : n ≤ -1 := by omega
      have h2 : (n : ℝ) ≤ -1 := by exact_mod_cast h1
      have h3 : ħ * ω * ((n : ℝ) + 1 / 2) < 0 :=
        mul_neg_of_pos_of_neg hp (by linarith)
      linarith
    obtain ⟨m, rfl⟩ := Int.eq_ofNat_of_zero_le hn0
    exact ⟨m, by simpa using hEn⟩
  · rintro ⟨n, hn⟩
    refine ⟨(n : ℤ), ?_⟩
    rw [div_eq_iff hp.ne', hn]
    push_cast
    ring

end

end PeriodicOrbitRepetitions
```

```lean
#print axioms PeriodicOrbitRepetitions.repetitionSum_quantisation
#print axioms PeriodicOrbitRepetitions.repetitionSum_two
#print axioms PeriodicOrbitRepetitions.oscillator_levels
```

```
'PeriodicOrbitRepetitions.repetitionSum_quantisation' depends on axioms: [propext, Classical.choice, Quot.sound]
'PeriodicOrbitRepetitions.repetitionSum_two' depends on axioms: [propext, Classical.choice, Quot.sound]
'PeriodicOrbitRepetitions.oscillator_levels' depends on axioms: [propext, Classical.choice, Quot.sound]
```
